# The self-energy of an infinite, equally spaced and uniformly coupled bath approaches its golden-rule value exponentially in η/D

An impurity level is coupled to a metal confined to a large box. The metal's levels are discrete, so the exact spectrum consists of sharp lines, yet Fermi's golden rule assigns the impurity a finite width. How large must the imaginary part $\eta$ of the energy be, compared with the level spacing $D$, before that width appears?

The model is non-interacting: a local level of real energy $e$ couples with the same complex amplitude $v$ to bath levels at $nD$, for integers $n=-N,\dots,N$. The complex energy is $z=E+i\eta$ with $\eta>0$, which selects the retarded Green's function. The limit $N\to\infty$ makes the bath unbounded in both directions, with a symmetric cutoff; no error estimate at finite $N$ is derived.

```lean
import Mathlib

open Filter Topology
open Complex (I)
open scoped Real ComplexConjugate

namespace DysonLevelLadder

noncomputable section
```

The bath enters through the sum $S_N(z)=\sum_{n=-N}^{N}|v|^2/(z-nD)$, called `bathSelfEnergy`.

```lean
/-- Self-energy from the `2N+1` bath levels `nD`, each coupled with amplitude `v`; the formula is
meant for `z` different from all these levels. -/
def bathSelfEnergy (D : ℝ) (v : ℂ) (N : ℕ) (z : ℂ) : ℂ :=
  ∑ n ∈ Finset.Icc (-(N : ℤ)) N, (‖v‖ : ℂ) ^ 2 / (z - n * D)
```

With density of states $1/D$, the golden rule gives the full width $2\pi|v|^2/D$. Half of it is $h=\pi|v|^2/D$, and the corresponding self-energy is $-ih$.

```lean
/-- The golden-rule half width `π|v|²/D`, for spacing `D > 0`. -/
def halfWidth (D : ℝ) (v : ℂ) : ℝ := π * ‖v‖ ^ 2 / D
```

Two exponentials compare the energy with the spacing: the real number $q=e^{-2\pi\eta/D}$, called `resolution`, and the complex number $u=e^{2\pi iz/D}$, called `phase`.

```lean
/-- The resolution factor `q = exp(-2πη/D)`, for spacing `D ≠ 0`. -/
def resolution (D η : ℝ) : ℝ := Real.exp (-(2 * π * η / D))

/-- The phase factor `u = exp(2πiz/D)`, for spacing `D ≠ 0`. -/
def phase (D : ℝ) (z : ℂ) : ℂ := Complex.exp (2 * π * I * (z / D))
```

The last definition, `ladderSelfEnergy`, is a function $S(z)$ built from $h$ and $u$. Its relation to the bath has to be proved.

```lean
/-- The closed form `-i(π|v|²/D)(1+u)/(1-u)`, for `D ≠ 0` and `z` not on a level `nD`. -/
def ladderSelfEnergy (D : ℝ) (v z : ℂ) : ℂ :=
  -(I * halfWidth D v) * ((1 + phase D z) / (1 - phase D z))
```

## (a) Eliminating the bath amplitudes

**Task.** Let $g$ be the impurity Green's function and $c_n$ the bath amplitudes in the same column of the resolvent, so that
$$(z-e)g-\sum_{n=-N}^{N} v\,c_n=1,\qquad (z-nD)c_n=\bar v g .$$
Show that these equations are equivalent to
$$g\,\bigl(z-e-S_N(z)\bigr)=1,\qquad c_n=\frac{\bar v g}{z-nD}.$$

**Solution.** Since $\operatorname{Im}(z-nD)=\eta>0$, no denominator vanishes, and the bath equations can be solved for $c_n$. Then $\sum_n v c_n=\sum_n |v|^2g/(z-nD)=S_N(z)g$, and the first equation becomes the Dyson equation. Multiplying back by $z-nD$ gives the converse.

In the proof, `hne` excludes zero denominators and `hs` evaluates the sum; both directions use them.

```lean
/-- The resolvent equations for a level `e` coupled to the bath are equivalent to the Dyson
equation for its Green's function `g` together with the bath amplitudes `c n`. -/
theorem dyson_equation (D e : ℝ) (v z g : ℂ) (c : ℤ → ℂ) (N : ℕ) (hz : 0 < z.im) :
    ((z - e) * g - ∑ n ∈ Finset.Icc (-(N : ℤ)) N, v * c n = 1 ∧
      ∀ n ∈ Finset.Icc (-(N : ℤ)) N, (z - n * D) * c n = conj v * g) ↔
    (g * (z - e - bathSelfEnergy D v N z) = 1 ∧
      ∀ n ∈ Finset.Icc (-(N : ℤ)) N, c n = conj v * g / (z - n * D)) := by
  have hne : ∀ n : ℤ, z - n * D ≠ 0 := by
    intro n h
    have him : (z - n * D).im = z.im := by simp
    rw [h, Complex.zero_im] at him
    linarith
  have hv : v * conj v = (‖v‖ : ℂ) ^ 2 := by
    rw [Complex.mul_conj, Complex.normSq_eq_norm_sq, Complex.ofReal_pow]
  -- eliminating the bath produces the self-energy
  have hs : (∀ n ∈ Finset.Icc (-(N : ℤ)) N, c n = conj v * g / (z - n * D)) →
      ∑ n ∈ Finset.Icc (-(N : ℤ)) N, v * c n = bathSelfEnergy D v N z * g := by
    intro hc
    rw [bathSelfEnergy, Finset.sum_mul]
    refine Finset.sum_congr rfl fun n hn => ?_
    rw [hc n hn, ← hv]
    ring
  constructor
  · rintro ⟨h1, h2⟩
    have hc : ∀ n ∈ Finset.Icc (-(N : ℤ)) N, c n = conj v * g / (z - n * D) := by
      intro n hn
      rw [eq_div_iff (hne n), mul_comm]
      exact h2 n hn
    rw [hs hc] at h1
    exact ⟨by linear_combination h1, hc⟩
  · rintro ⟨h1, hc⟩
    refine ⟨by rw [hs hc]; linear_combination h1, fun n hn => ?_⟩
    rw [hc n hn, mul_div_cancel₀ _ (hne n)]
```

## (b) Pairing opposite levels

**Task.** For any $f:\mathbb Z\to\mathbb C$, show that
$$\sum_{n=-N}^{N}f(n)=f(0)+\sum_{j=0}^{N-1}\bigl[f(j+1)+f(-(j+1))\bigr].$$

**Solution.** Use induction on $N$. At $N=0$ both sides are $f(0)$. Going from $N$ to $N+1$ adds $f(N+1)+f(-(N+1))$ on the left, which is the new term $j=N$ on the right.

Lean inserts the two endpoints into the old window; `omega` checks that they are new and distinct.

```lean
/-- A sum over the symmetric window `-N..N` is the central term plus pairs `±(j+1)`. -/
theorem sum_symmetric_window (f : ℤ → ℂ) (N : ℕ) :
    ∑ n ∈ Finset.Icc (-(N : ℤ)) N, f n =
      f 0 + ∑ j ∈ Finset.range N, (f (j + 1) + f (-(j + 1))) := by
  induction N with
  | zero => simp
  | succ N ih =>
    have h : Finset.Icc (-((N + 1 : ℕ) : ℤ)) ((N + 1 : ℕ) : ℤ) =
        insert ((N : ℤ) + 1) (insert (-((N : ℤ) + 1)) (Finset.Icc (-(N : ℤ)) N)) := by
      ext k
      simp only [Finset.mem_insert, Finset.mem_Icc]
      omega
    have h1 : (N : ℤ) + 1 ∉ insert (-((N : ℤ) + 1)) (Finset.Icc (-(N : ℤ)) N) := by
      simp only [Finset.mem_insert, Finset.mem_Icc]
      omega
    have h2 : -((N : ℤ) + 1) ∉ Finset.Icc (-(N : ℤ)) N := by
      simp only [Finset.mem_Icc]
      omega
    rw [h, Finset.sum_insert h1, Finset.sum_insert h2, ih, Finset.sum_range_succ]
    ring
```

## (c) Summing the infinite ladder

**Task.** For $D>0$ and $\operatorname{Im}z>0$, show that
$$\lim_{N\to\infty}S_N(z)=S(z)=-ih\,\frac{1+u}{1-u}.$$

**Solution.** Put $w=z/D$, which is not an integer because $\operatorname{Im}w>0$. By (b),
$$S_N(z)=\frac{|v|^2}{D}\left[\frac1w+\sum_{j=0}^{N-1}\left(\frac1{w-(j+1)}+\frac1{w+(j+1)}\right)\right].$$
By the Mittag-Leffler expansion, the bracket tends to $\pi\cot\pi w$. Moreover,
$$\cot\pi w=i\,\frac{e^{i\pi w}+e^{-i\pi w}}{e^{i\pi w}-e^{-i\pi w}}=i\,\frac{u+1}{u-1}=-i\,\frac{1+u}{1-u}.$$
Multiplication by $\pi|v|^2/D=h$ gives the result.

Mathlib supplies the expansion as `tendsto_logDeriv_euler_cot_sub`; `hterm` rescales each term and `hval` rewrites the cotangent. `Tendsto … atTop (𝓝 …)` expresses the limit in $N$.

```lean
/-- In the upper half plane the symmetric level sums converge to the closed form. -/
theorem bathSelfEnergy_tendsto {D : ℝ} (hD : 0 < D) (v : ℂ) {z : ℂ} (hz : 0 < z.im) :
    Tendsto (fun N => bathSelfEnergy D v N z) atTop (𝓝 (ladderSelfEnergy D v z)) := by
  have hDc : (D : ℂ) ≠ 0 := by exact_mod_cast hD.ne'
  have hw' : ¬ ∃ n : ℤ, (n : ℂ) = z / D := by
    rintro ⟨n, hn⟩
    have h := congrArg Complex.im hn
    rw [Complex.intCast_im, Complex.div_ofReal_im] at h
    exact (div_pos hz hD).ne h
  have hw : z / D ∈ Complex.integerComplement := hw'
  have hterm : ∀ n : ℤ, (‖v‖ : ℂ) ^ 2 / (z - n * D) =
      (‖v‖ : ℂ) ^ 2 / D * (1 / (z / D - n)) := by
    intro n
    have h : z - n * D = D * (z / D - n) := by
      rw [mul_sub, mul_div_cancel₀ _ hDc, mul_comm (D : ℂ)]
    rw [h, div_mul_div_comm, mul_one]
  -- the Mittag-Leffler expansion of the cotangent
  have ht := ((tendsto_logDeriv_euler_cot_sub hw).const_add (1 / (z / D))).const_mul
    ((‖v‖ : ℂ) ^ 2 / D)
  have hval : (‖v‖ : ℂ) ^ 2 / D * (1 / (z / D) + (π * Complex.cot (π * (z / D)) - 1 / (z / D)))
      = ladderSelfEnergy D v z := by
    rw [Complex.cot_pi_eq_exp_ratio, ladderSelfEnergy, halfWidth, phase,
      div_eq_mul_inv _ (I * _), mul_inv, Complex.inv_I]
    push_cast
    ring
  rw [hval] at ht
  refine ht.congr fun N => ?_
  rw [bathSelfEnergy, Finset.sum_congr rfl (fun n _ => hterm n), ← Finset.mul_sum,
    sum_symmetric_window]
  congr 2
  · simp
  · refine Finset.sum_congr rfl fun j _ => ?_
    push_cast
    rw [sub_neg_eq_add]
```

## (d) The modulus of the phase factor

**Task.** Show that $|u|=q$, with $\eta=\operatorname{Im}z$.

**Solution.** The exponent is $2\pi i(E+i\eta)/D=2\pi iE/D-2\pi\eta/D$. The modulus of an exponential depends only on the real part of its exponent, so $|u|=e^{-2\pi\eta/D}$. `Complex.norm_exp` performs this step.

```lean
/-- The phase factor has modulus `q = exp(-2π Im z/D)`. -/
theorem norm_phase (D : ℝ) (z : ℂ) : ‖phase D z‖ = resolution D z.im := by
  have h : 2 * π * I * (z / D) = ((2 * π / D : ℝ) : ℂ) * (I * z) := by
    push_cast
    ring
  rw [phase, Complex.norm_exp, h, Complex.re_ofReal_mul, Complex.I_mul_re, resolution]
  congr 1
  ring
```

## (e) The exact deviation from the golden rule

**Task.** For $D>0$ and $\operatorname{Im}z>0$, show that $|1-u|>0$ and
$$|S(z)-(-ih)|=2h\,\frac{q}{|1-u|}.$$

**Solution.** Here $|u|=q<1$, so $u\ne1$. From
$$\frac{1+u}{1-u}=1+\frac{2u}{1-u}$$
follows $S(z)+ih=-2ih\,u/(1-u)$. Take the modulus, using $h\ge0$ and (d).

The equations `hr` and `e` are these two identities.

```lean
/-- The distance from the golden-rule value `-iπ|v|²/D` is `(2π|v|²/D) q/|1-u|`. -/
theorem deviation_norm {D : ℝ} (hD : 0 < D) (v : ℂ) {z : ℂ} (hz : 0 < z.im) :
    0 < ‖1 - phase D z‖ ∧ ‖ladderSelfEnergy D v z - -(I * halfWidth D v)‖ =
      2 * halfWidth D v * (resolution D z.im / ‖1 - phase D z‖) := by
  have hq : resolution D z.im < 1 := by
    rw [resolution, Real.exp_lt_one_iff, neg_lt_zero]
    positivity
  have hu : 1 - phase D z ≠ 0 := by
    intro h
    rw [← norm_phase, ← sub_eq_zero.mp h, norm_one] at hq
    exact lt_irrefl _ hq
  have h0 : 0 ≤ 2 * halfWidth D v := by
    unfold halfWidth
    positivity
  have hr : (1 + phase D z) / (1 - phase D z) = 1 + 2 * (phase D z / (1 - phase D z)) := by
    rw [div_eq_iff hu, add_mul, mul_assoc, div_mul_cancel₀ _ hu]
    ring
  have e : ladderSelfEnergy D v z - -(I * halfWidth D v) =
      -(I * ((2 * halfWidth D v : ℝ) : ℂ)) * (phase D z / (1 - phase D z)) := by
    rw [ladderSelfEnergy, hr]
    push_cast
    ring
  refine ⟨norm_pos_iff.mpr hu, ?_⟩
  rw [e, norm_mul, norm_neg, norm_mul, Complex.norm_I, one_mul, Complex.norm_real,
    Real.norm_of_nonneg h0, norm_div, norm_phase]
```

## (f) Two-sided bounds

**Task.** Under the same conditions, show that the limit of the level sums satisfies
$$2h\,\frac{q}{1+q}\le|S(z)+ih|\le2h\,\frac{q}{1-q}.$$

**Solution.** The triangle inequality gives $1-q\le|1-u|\le1+q$, with $1-q>0$. Insert this into (e); part (c) identifies $S(z)$ as the limit.

For this infinite, uniformly coupled ladder, a broadening $\eta=D$ already gives $q\approx0.0019$, hence a deviation of at most $0.4\%$ of $h$. In this model, then, an imaginary part equal to one level spacing is enough to hide the discreteness of the bath to that accuracy.

`hlo` and `hhi` are the two triangle inequalities.

```lean
/-- The symmetric level sums have a limit whose distance from `-iπ|v|²/D` lies between
`(2π|v|²/D) q/(1+q)` and `(2π|v|²/D) q/(1-q)`, with `q = exp(-2π Im z/D)`. -/
theorem self_energy_near_golden_rule {D : ℝ} (hD : 0 < D) (v : ℂ) {z : ℂ} (hz : 0 < z.im) :
    Tendsto (fun N => bathSelfEnergy D v N z) atTop (𝓝 (ladderSelfEnergy D v z)) ∧
    2 * halfWidth D v * (resolution D z.im / (1 + resolution D z.im)) ≤
      ‖ladderSelfEnergy D v z - -(I * halfWidth D v)‖ ∧
    ‖ladderSelfEnergy D v z - -(I * halfWidth D v)‖ ≤
      2 * halfWidth D v * (resolution D z.im / (1 - resolution D z.im)) := by
  obtain ⟨hpos, hdev⟩ := deviation_norm hD v hz
  have hq0 : 0 ≤ resolution D z.im := (Real.exp_pos _).le
  have hq1 : 0 < 1 - resolution D z.im := by
    rw [sub_pos, resolution, Real.exp_lt_one_iff, neg_lt_zero]
    positivity
  have h0 : 0 ≤ 2 * halfWidth D v := by
    unfold halfWidth
    positivity
  -- triangle inequality on both sides of |1 - u|
  have hlo := norm_sub_norm_le (1 : ℂ) (phase D z)
  have hhi := norm_sub_le (1 : ℂ) (phase D z)
  rw [norm_one, norm_phase] at hlo hhi
  rw [hdev]
  exact ⟨bathSelfEnergy_tendsto hD v hz,
    mul_le_mul_of_nonneg_left (div_le_div_of_nonneg_left hq0 hpos hhi) h0,
    mul_le_mul_of_nonneg_left (div_le_div_of_nonneg_left hq0 hq1 hlo) h0⟩
```

## (g) Where the upper bound is reached

**Task.** For $D,\eta>0$ and any integer $m$, show that
$$|S(mD+i\eta)+ih|=2h\,\frac{q}{1-q}.$$

**Solution.** At this energy $u=e^{2\pi im}e^{-2\pi\eta/D}=q$, so $|1-u|=1-q$. Use (e). In Lean, `hu` and `hn` are these two equalities.

```lean
/-- At `z = mD + iη`, whose real part is a bath level, the distance of the closed form from
`-iπ|v|²/D` equals `(2π|v|²/D) q/(1-q)`, with `q = exp(-2πη/D)`. -/
theorem upper_bound_attained {D η : ℝ} (hD : 0 < D) (hη : 0 < η) (v : ℂ) (m : ℤ) :
    ‖ladderSelfEnergy D v (m * D + η * I) - -(I * halfWidth D v)‖ =
      2 * halfWidth D v * (resolution D η / (1 - resolution D η)) := by
  have hDc : (D : ℂ) ≠ 0 := by exact_mod_cast hD.ne'
  have him : ((m : ℂ) * D + η * I).im = η := by simp
  have hq : 0 ≤ 1 - resolution D η := by
    rw [sub_nonneg, resolution, Real.exp_le_one_iff, neg_nonpos]
    positivity
  have hu : phase D (m * D + η * I) = (resolution D η : ℂ) := by
    have h : 2 * π * I * (((m : ℂ) * D + η * I) / D) =
        m * (2 * π * I) + ((-(2 * π * η / D) : ℝ) : ℂ) := by
      rw [add_div, mul_div_cancel_right₀ _ hDc]
      push_cast
      linear_combination (2 * π * η / D : ℂ) * Complex.I_mul_I
    rw [phase, h, Complex.exp_add, Complex.exp_int_mul_two_pi_mul_I, one_mul, resolution,
      Complex.ofReal_exp]
  have hn : ‖1 - (resolution D η : ℂ)‖ = 1 - resolution D η := by
    rw [← Complex.ofReal_one, ← Complex.ofReal_sub, Complex.norm_real, Real.norm_of_nonneg hq]
  rw [(deviation_norm hD v (by rw [him]; exact hη)).2, him, hu, hn]
```

## (h) The imaginary part

**Task.** Show that
$$\operatorname{Im}S(z)=-h\,\frac{1-q^2}{|1-u|^2}.$$

**Solution.** For $u\neq1$,
$$\operatorname{Re}\frac{1+u}{1-u}=\frac{\operatorname{Re}[(1+u)(1-\bar u)]}{|1-u|^2}=\frac{1-|u|^2}{|1-u|^2},$$
since $u-\bar u$ is imaginary. Multiplication by $-ih$ turns this real part into the imaginary part $-h(1-q^2)/|1-u|^2$.

Lean expands into real and imaginary parts and finishes with `ring`. The theorem carries no condition $u\ne1$ because Lean sets division by zero to zero, which makes both sides vanish there.

```lean
/-- The imaginary part of the closed form is `-(π|v|²/D)(1-q²)/|1-u|²`. -/
theorem ladderSelfEnergy_im (D : ℝ) (v z : ℂ) : (ladderSelfEnergy D v z).im =
    -(halfWidth D v * ((1 - resolution D z.im ^ 2) / ‖1 - phase D z‖ ^ 2)) := by
  have e : ladderSelfEnergy D v z =
      (halfWidth D v : ℂ) * (-(I * ((1 + phase D z) / (1 - phase D z)))) := by
    rw [ladderSelfEnergy]
    ring
  rw [e, Complex.im_ofReal_mul, Complex.neg_im, Complex.I_mul_im, Complex.div_re,
    ← norm_phase, Complex.sq_norm, Complex.sq_norm, Complex.normSq_apply (phase D z),
    Complex.add_re, Complex.add_im, Complex.sub_re, Complex.sub_im, Complex.one_re,
    Complex.one_im]
  ring
```

## (i) Resolved levels give no width

**Task.** Fix $D>0$ and a real $E$ with $E\ne nD$ for every integer $n$. Show that
$$\lim_{\eta\to0^+}\operatorname{Im}S(E+i\eta)=0.$$

**Solution.** As $\eta\to0^+$, $q\to1$ and $u\to u_0=e^{2\pi iE/D}$. Since $E/D$ is not an integer, $u_0\neq1$. In (h) the numerator therefore tends to $0$ and the denominator to $|1-u_0|^2>0$.

The limit $N\to\infty$ has been taken first. `hnum` and `hden` give the continuity of numerator and denominator, and `𝓝[>] 0` restricts $\eta$ to positive values.

```lean
/-- At fixed spacing and a real energy `E` off the bath levels, the imaginary part of the
self-energy vanishes as `η` decreases to zero. -/
theorem resolved_width_vanishes {D E : ℝ} (hD : 0 < D) (v : ℂ) (hE : ∀ n : ℤ, E ≠ n * D) :
    Tendsto (fun η : ℝ => (ladderSelfEnergy D v (E + η * I)).im) (𝓝[>] 0) (𝓝 0) := by
  have hDc : (D : ℂ) ≠ 0 := by exact_mod_cast hD.ne'
  have hu : phase D E ≠ 1 := by
    intro h
    obtain ⟨n, hn⟩ := Complex.exp_eq_one_iff.mp h
    rw [mul_comm (n : ℂ)] at hn
    have h2 := mul_left_cancel₀ Complex.two_pi_I_ne_zero hn
    rw [div_eq_iff hDc] at h2
    exact hE n (by exact_mod_cast h2)
  have hne : ‖1 - phase D (E + ((0 : ℝ) : ℂ) * I)‖ ^ 2 ≠ 0 := by
    rw [Complex.ofReal_zero, zero_mul, add_zero]
    exact pow_ne_zero 2 (norm_ne_zero_iff.mpr (sub_ne_zero.mpr hu.symm))
  have hnum : Continuous fun η : ℝ => 1 - resolution D η ^ 2 := by
    unfold resolution
    fun_prop
  have hden : Continuous fun η : ℝ => ‖1 - phase D (E + η * I)‖ ^ 2 := by
    unfold phase
    fun_prop
  have ht : Tendsto (fun η : ℝ => -(halfWidth D v *
      ((1 - resolution D η ^ 2) / ‖1 - phase D (E + η * I)‖ ^ 2))) (𝓝 0)
      (𝓝 (-(halfWidth D v * ((1 - resolution D 0 ^ 2) /
        ‖1 - phase D (E + ((0 : ℝ) : ℂ) * I)‖ ^ 2)))) :=
    (((hnum.tendsto 0).div (hden.tendsto 0) hne).const_mul _).neg
  have hzero : 1 - resolution D 0 ^ 2 = 0 := by simp [resolution]
  rw [hzero, zero_div, mul_zero, neg_zero] at ht
  refine (ht.mono_left nhdsWithin_le_nhds).congr fun η => ?_
  have him : ((E : ℂ) + η * I).im = η := by simp
  rw [ladderSelfEnergy_im, him]
```

## (j) Unresolved levels give the full width

**Task.** Fix $z$ with $\operatorname{Im}z>0$, and let $v$ depend on $D$ so that $2\pi|v|^2/D=\Gamma$ for all $D>0$. Show that
$$\lim_{D\to0^+}S(z)=-\frac{i\Gamma}{2}.$$

**Solution.** The condition means $|v|\propto\sqrt D$: as the box grows, each bath state spreads out and couples more weakly, while the golden-rule width stays fixed. Now $h=\Gamma/2$, so (f) gives
$$\left|S(z)+\frac{i\Gamma}{2}\right|\le\Gamma\,\frac{q}{1-q}.$$
At fixed $\eta$, $q=e^{-2\pi\eta/D}\to0$ as $D\to0^+$, and the right side vanishes.

The hypothesis `hv` fixes $\Gamma$, `hq` is the limit of $q$, and `squeeze_zero'` concludes from the bound.

```lean
/-- At fixed `z` in the upper half plane and fixed `2π|v|²/D = Γ`, the self-energy tends to
`-iΓ/2` as the spacing decreases to zero. -/
theorem unresolved_width_emerges {z : ℂ} (hz : 0 < z.im) (Γ : ℝ) (v : ℝ → ℂ)
    (hv : ∀ D : ℝ, 0 < D → 2 * halfWidth D (v D) = Γ) :
    Tendsto (fun D : ℝ => ladderSelfEnergy D (v D) z) (𝓝[>] 0) (𝓝 (-(I * (Γ / 2)))) := by
  have h1 : Tendsto (fun D : ℝ => 2 * π * z.im * D⁻¹) (𝓝[>] 0) atTop :=
    tendsto_inv_nhdsGT_zero.const_mul_atTop (by positivity)
  have hq : Tendsto (fun D : ℝ => resolution D z.im) (𝓝[>] 0) (𝓝 0) := by
    refine (Real.tendsto_exp_neg_atTop_nhds_zero.comp h1).congr fun D => ?_
    simp only [Function.comp_apply, resolution, div_eq_mul_inv]
  have hl : Tendsto (fun D : ℝ => Γ * (resolution D z.im / (1 - resolution D z.im)))
      (𝓝[>] 0) (𝓝 (Γ * (0 / (1 - 0)))) :=
    (hq.div (hq.const_sub 1) (by norm_num)).const_mul Γ
  rw [zero_div, mul_zero] at hl
  rw [tendsto_iff_norm_sub_tendsto_zero]
  refine squeeze_zero' (Eventually.of_forall fun D => norm_nonneg _) ?_ hl
  filter_upwards [self_mem_nhdsWithin] with D hD
  have hb := (self_energy_near_golden_rule hD (v D) hz).2.2
  have hh : (halfWidth D (v D) : ℂ) = Γ / 2 := by
    rw [← hv D hD]
    push_cast
    ring
  rwa [hh, hv D hD] at hb

end

end DysonLevelLadder
```

```lean
#print axioms DysonLevelLadder.self_energy_near_golden_rule
#print axioms DysonLevelLadder.upper_bound_attained
#print axioms DysonLevelLadder.resolved_width_vanishes
#print axioms DysonLevelLadder.unresolved_width_emerges
```

```
'DysonLevelLadder.self_energy_near_golden_rule' depends on axioms: [propext, Classical.choice, Quot.sound]
'DysonLevelLadder.upper_bound_attained' depends on axioms: [propext, Classical.choice, Quot.sound]
'DysonLevelLadder.resolved_width_vanishes' depends on axioms: [propext, Classical.choice, Quot.sound]
'DysonLevelLadder.unresolved_width_emerges' depends on axioms: [propext, Classical.choice, Quot.sound]
```
